# Neighbour exchanges on the two standard orderings of the hook diagram (2,1)

`hook_plane` concerns the three boxes of the hook diagram (2,1), with contents 0, 1 and −1, and Young's exchange operators acting on real amplitudes over all six orderings of the boxes. It states that the contents of different boxes are at least 1 apart, and it gives the action of the two neighbour exchanges on the basis vectors of the orderings (0, 1, −1) and (0, −1, 1). The first exchange multiplies these vectors by 1 and −1 respectively; the second mixes them, with diagonal coefficients −1/2 and 1/2 and off-diagonal coefficients √3/2. The proof computes the axial distances, puts them into Young's formula `young_ket`, and checks the separation for all nine pairs of boxes.

As first written in Lean, the proof fails:

```lean
import Mathlib

open Equiv (swap Perm)

namespace HookPlane

noncomputable section

variable {n : ℕ}

/-- The contents of any two different boxes are at least 1 apart. -/
def Separated (c : Fin n → ℝ) : Prop := ∀ a b, a ≠ b → 1 ≤ |c a - c b|

/-- The axial distance in the ordering `T`: the content at position `j` minus that at
position `i`. -/
def axial (c : Fin n → ℝ) (i j : Fin n) (T : Perm (Fin n)) : ℝ := c (T j) - c (T i)

/-- The basis vector `v_T` belonging to the ordering `T` of the boxes. -/
def ket (T : Perm (Fin n)) : Perm (Fin n) → ℝ := Pi.single T 1

/-- The operator given by Young's formula for positions `i` and `j`, acting on the amplitudes of all
orderings. It is meant for axial distances of absolute value at least 1, and it is Young's exchange
operator when the two positions are neighbours. -/
def young (c : Fin n → ℝ) (i j : Fin n) : Module.End ℝ (Perm (Fin n) → ℝ) where
  toFun f := fun T => 1 / axial c i j T * f T
    + √(1 - 1 / axial c i j T ^ 2) * f (T * swap i j)
  map_add' f g := by
    ext T
    simp only [Pi.add_apply]
    ring
  map_smul' a f := by
    ext T
    simp only [Pi.smul_apply, smul_eq_mul, RingHom.id_apply]
    ring

lemma young_apply (c : Fin n → ℝ) (i j : Fin n) (f : Perm (Fin n) → ℝ) (T : Perm (Fin n)) :
    young c i j f T = 1 / axial c i j T * f T
      + √(1 - 1 / axial c i j T ^ 2) * f (T * swap i j) := rfl

/-- Exchanging the boxes at two positions reverses the sign of their axial distance. -/
lemma axial_swap (c : Fin n → ℝ) (i j : Fin n) (T : Perm (Fin n)) :
    axial c i j (T * swap i j) = -axial c i j T := by
  simp only [axial, Equiv.Perm.mul_apply, Equiv.swap_apply_left, Equiv.swap_apply_right]
  ring

lemma swap_twice (i j : Fin n) (T : Perm (Fin n)) : T * swap i j * swap i j = T := by
  rw [mul_assoc, Equiv.swap_mul_self, mul_one]

/-- Young's formula: the exchange operator sends `v_T` to `1/r` times `v_T` plus
`√(1 - 1/r²)` times the vector of the exchanged ordering, `r` being the axial distance. -/
theorem young_ket (c : Fin n → ℝ) (i j : Fin n) (T : Perm (Fin n)) :
    young c i j (ket T) = (1 / axial c i j T) • ket T
      + √(1 - 1 / axial c i j T ^ 2) • ket (T * swap i j) := by
  ext U
  have e1 : 1 / axial c i j U * ket T U = 1 / axial c i j T * ket T U := by
    by_cases h : U = T
    · rw [h]
    · unfold ket
      rw [Pi.single_eq_of_ne h, mul_zero, mul_zero]
  have e2 : √(1 - 1 / axial c i j U ^ 2) * ket T (U * swap i j)
      = √(1 - 1 / axial c i j T ^ 2) * ket (T * swap i j) U := by
    by_cases h : U = T * swap i j
    · subst h
      rw [axial_swap, swap_twice, neg_sq]
      simp [ket]
    · have h' : U * swap i j ≠ T := fun e => h (by rw [← e, swap_twice])
      unfold ket
      rw [Pi.single_eq_of_ne h', Pi.single_eq_of_ne h, mul_zero, mul_zero]
  simp only [young_apply, Pi.add_apply, Pi.smul_apply, smul_eq_mul]
  linear_combination e1 + e2

/-- The contents 0, 1, -1 of the three boxes of the hook diagram (2,1). -/
def hook : Fin 3 → ℝ := ![0, 1, -1]

/-- The hook contents are separated, and the two neighbour exchanges act on the basis vectors of the
orderings (0, 1, -1) and (0, -1, 1) with the coefficients shown. -/
theorem hook_plane : Separated hook ∧
    young hook 0 1 (ket 1) = ket 1 ∧
    young hook 0 1 (ket (swap 1 2)) = -ket (swap 1 2) ∧
    young hook 1 2 (ket 1) = (-1 / 2 : ℝ) • ket 1 + (√3 / 2) • ket (swap 1 2) ∧
    young hook 1 2 (ket (swap 1 2)) = (1 / 2 : ℝ) • ket (swap 1 2) + (√3 / 2) • ket 1 := by
  have e : swap (1 : Fin 3) 2 0 = 0 := by decide
  have a1 : axial hook 0 1 1 = 1 := by norm_num [axial, hook]
  have a2 : axial hook 0 1 (swap 1 2) = -1 := by
    rw [axial, e, Equiv.swap_apply_left]
    norm_num [hook]
  have a3 : axial hook 1 2 1 = -2 := by norm_num [axial, hook]
  have a4 : axial hook 1 2 (swap 1 2) = 2 := by
    rw [axial, Equiv.swap_apply_left, Equiv.swap_apply_right]
    norm_num [hook]
  have r : √(1 - 1 / (2 : ℝ) ^ 2) = √3 / 2 := by
    rw [show 1 - 1 / (2 : ℝ) ^ 2 = 3 / 2 ^ 2 by norm_num, Real.sqrt_div (by norm_num),
      Real.sqrt_sq (by norm_num)]
  refine ⟨fun a b h => ?_, ?_, ?_, ?_, ?_⟩
  · rw [le_abs]
    fin_cases a <;> fin_cases b <;> norm_num [hook] at h ⊢
  · rw [young_ket, a1]
    norm_num
  · rw [young_ket, a2]
    norm_num
  · rw [young_ket, a3, neg_sq, r, one_mul, show 1 / (-2 : ℝ) = -1 / 2 by norm_num]
  · rw [young_ket, a4, r, Equiv.swap_mul_self]

end

end HookPlane
```

Messages:

```
Main.lean:84:46: error: unsolved goals
e : (swap 1 2) 0 = 0
a1 : axial hook 0 1 1 = 1
⊢ ![0, 1, -1] 2 = -1
Main.lean:87:37: error: unsolved goals
e : (swap 1 2) 0 = 0
a1 : axial hook 0 1 1 = 1
a2 : axial hook 0 1 (swap 1 2) = -1
⊢ ![0, 1, -1] 2 - 1 = -2
Main.lean:88:45: error: unsolved goals
e : (swap 1 2) 0 = 0
a1 : axial hook 0 1 1 = 1
a2 : axial hook 0 1 (swap 1 2) = -1
a3 : axial hook 1 2 1 = -2
⊢ 1 - ![0, 1, -1] 2 = 2
Main.lean:96:36: error: No goals to be solved
Main.lean:96:36: error: No goals to be solved
Main.lean:96:36: error: No goals to be solved
```

Lean accepts the file once it reads:

```diff
@@ -81,12 +81,15 @@
     young hook 1 2 (ket (swap 1 2)) = (1 / 2 : ℝ) • ket (swap 1 2) + (√3 / 2) • ket 1 := by
   have e : swap (1 : Fin 3) 2 0 = 0 := by decide
+  have c0 : hook 0 = 0 := rfl
+  have c1 : hook 1 = 1 := rfl
+  have c2 : hook 2 = -1 := rfl
   have a1 : axial hook 0 1 1 = 1 := by norm_num [axial, hook]
   have a2 : axial hook 0 1 (swap 1 2) = -1 := by
-    rw [axial, e, Equiv.swap_apply_left]
-    norm_num [hook]
-  have a3 : axial hook 1 2 1 = -2 := by norm_num [axial, hook]
+    rw [axial, e, Equiv.swap_apply_left, c0, c2]
+    norm_num
+  have a3 : axial hook 1 2 1 = -2 := by norm_num [axial, c1, c2]
   have a4 : axial hook 1 2 (swap 1 2) = 2 := by
-    rw [axial, Equiv.swap_apply_left, Equiv.swap_apply_right]
-    norm_num [hook]
+    rw [axial, Equiv.swap_apply_left, Equiv.swap_apply_right, c1, c2]
+    norm_num
   have r : √(1 - 1 / (2 : ℝ) ^ 2) = √3 / 2 := by
     rw [show 1 - 1 / (2 : ℝ) ^ 2 = 3 / 2 ^ 2 by norm_num, Real.sqrt_div (by norm_num),
@@ -94,5 +97,6 @@
   refine ⟨fun a b h => ?_, ?_, ?_, ?_, ?_⟩
   · rw [le_abs]
-    fin_cases a <;> fin_cases b <;> norm_num [hook] at h ⊢
+    revert h
+    fin_cases a <;> fin_cases b <;> norm_num [hook]
   · rw [young_ket, a1]
     norm_num
```

The first three errors have one cause. In `a2`, `a3` and `a4`, `norm_num [hook]` unfolds the contents to `![0, 1, -1]` and evaluates the entries at 0 and 1, but leaves `![0, 1, -1] 2` as it stands, so the arithmetic can't finish. The repair states the three contents as `c0`, `c1` and `c2`, each true by `rfl`, and uses them in place of unfolding `hook`. Only numbers are then left for `norm_num`.

The other three errors come from the separation check, one for each case where `a` and `b` are the same box. There `h` says that a box differs from itself. `norm_num [hook] at h ⊢` reduces `h` to `False`, which closes the goal, and then fails when it turns to the target `⊢`, because no goal is left. With `revert h`, the hypothesis becomes a premise of the goal, so `norm_num [hook]` has a single target, and in these cases the implication holds because its premise is false.
